# The Laplacian of Fock's Logarithmic Term Is Bounded but Has No Limit at Triple Coalescence

Fock's expansion describes the helium ground state near triple coalescence, where both electrons meet at the nucleus, and "Fock's logarithmic term" here means its leading logarithmic term. To fix the coefficient $c$ of this term relative to the wavefunction's value at triple coalescence, one inserts the expansion into the Schrödinger equation and collects the terms of degree zero in the overall distance scale. This step needs the Laplacian of the logarithmic term. Let $x,y\in\mathbb R^3$ be the electron positions relative to a fixed nucleus, and write $P=x\cdot y$ and $s=|x|^2+|y|^2$. Without its coefficient $c$, the logarithmic term is $P\log s$. If $x$ and $y$ are not both zero, then

$$\Delta\,(P\log s)=\frac{16P}{s},$$

where $\Delta$ is the six-dimensional Laplacian. In atomic units, the kinetic energy operator $-\tfrac12\Delta$ therefore turns $c\,P\log s$ into $-8c\,P/s$, for this single term and an infinitely heavy nucleus.

## Derivation by coordinate displacements

Let each electron have $d$ coordinates. Replacing $x_i$ by $x_i+t$ changes $P$ to $P+ty_i$ and $s$ to $s+2tx_i+t^2$. With $p=P$, $b=y_i$ and $a=x_i$, the term becomes

$$g(t)=(p+tb)\log q(t),\qquad q(t)=s+2ta+t^2.$$

Its derivatives are

$$g'(t)=b\log q(t)+(p+tb)\,\frac{2a+2t}{q(t)},$$
$$g''(0)=\frac{4ab}{s}+p\left(\frac2s-\frac{4a^2}{s^2}\right).$$

Summing over $i$ gives the first electron's contribution,

$$\frac{4P}{s}+\frac{2dP}{s}-\frac{4P|x|^2}{s^2}.$$

The second electron contributes the same with $|y|^2$ in place of $|x|^2$. Since $|x|^2+|y|^2=s$, the total is

$$\frac{8P}{s}+\frac{4dP}{s}-\frac{4P}{s}=\frac{4(d+1)P}{s},$$

which is $16P/s$ for $d=3$. In the smallest case, $d=1$, the function $xy\log(x^2+y^2)$ has Laplacian $8xy/(x^2+y^2)$.

From $|x\pm y|^2\ge0$ follows $2|P|\le s$, so the Laplacian $16P/s$ lies between $-8$ and $8$. For $x\ne0$ it equals $8$ at $y=x$ and $-8$ at $y=-x$, however small $|x|$ is. Approaching the origin along these two directions gives different values, so no limit exists there.

## Coordinates and the pair Laplacian in Lean

A position is a function `ι → ℝ` on a finite index set, whose size is $d$; `Fin 3` gives physical space.

```lean
import Mathlib

open Matrix Filter Topology

namespace FockLogarithmicTerm

noncomputable section

variable {ι : Type*} [Fintype ι]
```

The dot product `⬝ᵥ` supplies the Euclidean lengths, and `hyperSq` is $s$.

```lean
/-- The squared hyperradius `|x|² + |y|²` of two electrons at `x` and `y`, with the nucleus at the
origin. -/
def hyperSq (x y : ι → ℝ) : ℝ := x ⬝ᵥ x + y ⬝ᵥ y

/-- Fock's logarithmic term `(x·y) log(|x|² + |y|²)`. -/
def fockLog (x y : ι → ℝ) : ℝ := (x ⬝ᵥ y) * Real.log (hyperSq x y)
```

In `pairLaplacian`, `Pi.single i t` displaces coordinate $i$ by $t$. For each `i`, the summand adds two second derivatives at $t=0$, one for each electron.

```lean
/-- The Laplacian on the configuration space of two electrons: the sum of the second derivatives
along all coordinate axes of both particles. -/
def pairLaplacian [DecidableEq ι] (f : (ι → ℝ) → (ι → ℝ) → ℝ) (x y : ι → ℝ) : ℝ :=
  ∑ i, (deriv (deriv fun t : ℝ => f (x + Pi.single i t) y) 0 +
    deriv (deriv fun t : ℝ => f x (y + Pi.single i t)) 0)
```

The condition `x ≠ 0 ∨ y ≠ 0` excludes only the triple-coalescence point. It makes $s$ positive, because one nonzero coordinate already contributes a positive square.

```lean
/-- The squared hyperradius is positive unless both electrons sit at the nucleus. -/
theorem hyperSq_pos {x y : ι → ℝ} (h : x ≠ 0 ∨ y ≠ 0) : 0 < hyperSq x y := by
  have nonneg : ∀ v : ι → ℝ, 0 ≤ v ⬝ᵥ v := fun v =>
    Finset.sum_nonneg fun i _ => mul_self_nonneg (v i)
  have pos : ∀ v : ι → ℝ, v ≠ 0 → 0 < v ⬝ᵥ v := by
    intro v hv
    obtain ⟨i, hi⟩ := Function.ne_iff.mp hv
    exact Finset.sum_pos' (fun j _ => mul_self_nonneg (v j))
      ⟨i, Finset.mem_univ i, mul_self_pos.mpr hi⟩
  unfold hyperSq
  rcases h with h | h
  · linarith [pos x h, nonneg y]
  · linarith [pos y h, nonneg x]
```

## From one coordinate to the full Laplacian

The next lemma computes $g''(0)$. Since $q(0)=s\ne0$, continuity keeps $q$ nonzero near $t=0$. The formula for $g'$ therefore holds in a neighbourhood (`hd`) and can be differentiated again.

```lean
/-- The second derivative at `t = 0` of `(p + t b) log(s + 2 t a + t²)`, the form that Fock's term
takes along a coordinate axis. -/
theorem line_second_deriv (p b a : ℝ) {s : ℝ} (hs : s ≠ 0) :
    HasDerivAt (deriv fun t : ℝ => (p + t * b) * Real.log (s + 2 * t * a + t ^ 2))
      (4 * a * b / s + p * (2 / s - 4 * a ^ 2 / s ^ 2)) 0 := by
  have h1 : ∀ t : ℝ, HasDerivAt (fun u : ℝ => p + u * b) b t := fun t =>
    (((hasDerivAt_id' t).mul_const b).const_add p).congr_deriv (by ring)
  have h2 : ∀ t : ℝ, HasDerivAt (fun u : ℝ => s + 2 * u * a + u ^ 2) (2 * a + 2 * t) t :=
    fun t => (((((hasDerivAt_id' t).const_mul 2).mul_const a).const_add s).fun_add
      (hasDerivAt_pow 2 t)).congr_deriv (by norm_num)
  have h3 : HasDerivAt (fun u : ℝ => 2 * a + 2 * u) 2 0 :=
    (((hasDerivAt_id' (0 : ℝ)).const_mul 2).const_add (2 * a)).congr_deriv (by norm_num)
  have e : s + 2 * 0 * a + 0 ^ 2 = s := by ring
  have hne : s + 2 * 0 * a + 0 ^ 2 ≠ 0 := by rw [e]; exact hs
  -- the first derivative, valid in a neighbourhood of `t = 0`
  have hev : ∀ᶠ t : ℝ in 𝓝 0, s + 2 * t * a + t ^ 2 ≠ 0 :=
    (h2 0).continuousAt.eventually_ne hne
  have hd : (deriv fun t : ℝ => (p + t * b) * Real.log (s + 2 * t * a + t ^ 2)) =ᶠ[𝓝 0]
      fun t => b * Real.log (s + 2 * t * a + t ^ 2) +
        (p + t * b) * ((2 * a + 2 * t) / (s + 2 * t * a + t ^ 2)) :=
    hev.mono fun t ht => ((h1 t).fun_mul ((h2 t).log ht)).deriv
  -- differentiate once more
  refine (((((h2 0).log hne).const_mul b).fun_add
    ((h1 0).fun_mul (h3.fun_div (h2 0) hne))).congr_of_eventuallyEq hd).congr_deriv ?_
  simp only [mul_zero, zero_mul, add_zero, ne_eq, OfNat.ofNat_ne_zero, not_false_eq_true,
    zero_pow]
  field_simp
  ring
```

Here `shift` and `hr` establish how $P$ and $s$ change under a displacement, which reduces Fock's term to $g$.

```lean
/-- The second derivative of Fock's term with respect to one coordinate of the first electron. -/
theorem fockLog_second_deriv [DecidableEq ι] (x y : ι → ℝ) (hs : hyperSq x y ≠ 0) (i : ι) :
    HasDerivAt (deriv fun t : ℝ => fockLog (x + Pi.single i t) y)
      (4 * x i * y i / hyperSq x y +
        (x ⬝ᵥ y) * (2 / hyperSq x y - 4 * x i ^ 2 / hyperSq x y ^ 2)) 0 := by
  have shift : ∀ (v w : ι → ℝ) (t : ℝ), (v + Pi.single i t) ⬝ᵥ w = v ⬝ᵥ w + t * w i := by
    intro v w t
    simp [dotProduct, add_mul, Finset.sum_add_distrib, Pi.single_apply]
  have line : (fun t : ℝ => fockLog (x + Pi.single i t) y) = fun t =>
      (x ⬝ᵥ y + t * y i) * Real.log (hyperSq x y + 2 * t * x i + t ^ 2) := by
    funext t
    have hr : hyperSq (x + Pi.single i t) y = hyperSq x y + 2 * t * x i + t ^ 2 := by
      have hc : x ⬝ᵥ (x + (Pi.single i t : ι → ℝ)) = x ⬝ᵥ x + t * x i := by
        rw [dotProduct_comm]
        exact shift x x t
      unfold hyperSq
      rw [shift, hc, Pi.add_apply, Pi.single_eq_same]
      ring
    rw [fockLog, hr, shift]
  rw [line]
  exact line_second_deriv _ _ _ hs
```

The general theorem also states that the term is twice continuously differentiable at the point, as a function of both positions jointly. For the Laplacian, `term` obtains the second electron's derivative by exchanging $x$ and $y$, and `total` performs the sum over coordinates.

```lean
/-- For electrons in `d` dimensions, not both at the nucleus, Fock's term is twice continuously
differentiable and its Laplacian is `4(d+1) x·y / (|x|² + |y|²)`. -/
theorem fockLog_laplacian [DecidableEq ι] (x y : ι → ℝ) (h : x ≠ 0 ∨ y ≠ 0) :
    ContDiffAt ℝ 2 (fun z : (ι → ℝ) × (ι → ℝ) => fockLog z.1 z.2) (x, y) ∧
    pairLaplacian fockLog x y =
      4 * ((Fintype.card ι : ℝ) + 1) * (x ⬝ᵥ y) / hyperSq x y := by
  have hs : hyperSq x y ≠ 0 := (hyperSq_pos h).ne'
  constructor
  · have dot : ∀ f g : (ι → ℝ) × (ι → ℝ) → (ι → ℝ), ContDiff ℝ 2 f → ContDiff ℝ 2 g →
        ContDiff ℝ 2 (fun z => f z ⬝ᵥ g z) := by
      intro f g hf hg
      simp only [dotProduct]
      exact ContDiff.sum fun i _ => (contDiff_pi.mp hf i).mul (contDiff_pi.mp hg i)
    have hr : ContDiff ℝ 2 (fun z : (ι → ℝ) × (ι → ℝ) => hyperSq z.1 z.2) :=
      (dot _ _ contDiff_fst contDiff_fst).add (dot _ _ contDiff_snd contDiff_snd)
    exact (dot _ _ contDiff_fst contDiff_snd).contDiffAt.mul (hr.contDiffAt.log hs)
  · have comm : ∀ v w : ι → ℝ, hyperSq v w = hyperSq w v := fun v w => add_comm _ _
    have total : ∀ A B C : ℝ,
        ∑ i, (A * (x i * y i) + B - C * (x i * x i + y i * y i)) =
          A * (x ⬝ᵥ y) + (Fintype.card ι : ℝ) * B - C * hyperSq x y := by
      intro A B C
      simp only [hyperSq, dotProduct, Finset.sum_sub_distrib, Finset.sum_add_distrib,
        ← Finset.mul_sum, Finset.sum_const, Finset.card_univ, nsmul_eq_mul]
    -- add the contributions of both electrons, coordinate by coordinate
    have term : ∀ i, deriv (deriv fun t : ℝ => fockLog (x + Pi.single i t) y) 0 +
        deriv (deriv fun t : ℝ => fockLog x (y + Pi.single i t)) 0 =
        8 / hyperSq x y * (x i * y i) + 4 * (x ⬝ᵥ y) / hyperSq x y -
          4 * (x ⬝ᵥ y) / hyperSq x y ^ 2 * (x i * x i + y i * y i) := by
      intro i
      have e : (fun t : ℝ => fockLog x (y + Pi.single i t)) =
          fun t => fockLog (y + Pi.single i t) x := by
        funext t
        rw [fockLog, fockLog, dotProduct_comm, comm]
      rw [e, (fockLog_second_deriv x y hs i).deriv,
        (fockLog_second_deriv y x (by rw [comm]; exact hs) i).deriv,
        dotProduct_comm y x, comm y x]
      ring
    rw [pairLaplacian, Finset.sum_congr rfl fun i _ => term i, total]
    field_simp
    ring
```

Setting $d=3$ gives the formula for physical space.

```lean
/-- In three dimensions, away from the triple-coalescence point, Fock's logarithmic term is twice
continuously differentiable and its Laplacian is `16 x·y / (|x|² + |y|²)`. -/
theorem fock_source (x y : Fin 3 → ℝ) (h : x ≠ 0 ∨ y ≠ 0) :
    ContDiffAt ℝ 2 (fun z : (Fin 3 → ℝ) × (Fin 3 → ℝ) => fockLog z.1 z.2) (x, y) ∧
    pairLaplacian fockLog x y = 16 * (x ⬝ᵥ y) / hyperSq x y := by
  refine ⟨(fockLog_laplacian x y h).1, ?_⟩
  rw [(fockLog_laplacian x y h).2, Fintype.card_fin]
  norm_num
```

## Bound, extremes and the missing limit

The bound holds at every configuration. Away from the origin, `hb` contains the two inequalities from $|x\pm y|^2\ge0$. At the origin, displacing one electron leaves the other at the nucleus, so Fock's term stays zero along every axis and `pairLaplacian` is $0$.

```lean
/-- The Laplacian of Fock's term in three dimensions never exceeds 8 in magnitude. -/
theorem fock_source_bounded (x y : Fin 3 → ℝ) : |pairLaplacian fockLog x y| ≤ 8 := by
  by_cases h : x ≠ 0 ∨ y ≠ 0
  · have hs := hyperSq_pos h
    -- `|x - y|² ≥ 0` and `|x + y|² ≥ 0` bound the dot product
    have hb : 2 * (x ⬝ᵥ y) ≤ hyperSq x y ∧ -hyperSq x y ≤ 2 * (x ⬝ᵥ y) := by
      simp only [hyperSq, dotProduct, Fin.sum_univ_three]
      constructor
      · nlinarith [sq_nonneg (x 0 - y 0), sq_nonneg (x 1 - y 1), sq_nonneg (x 2 - y 2)]
      · nlinarith [sq_nonneg (x 0 + y 0), sq_nonneg (x 1 + y 1), sq_nonneg (x 2 + y 2)]
    rw [(fock_source x y h).2, abs_le, le_div_iff₀ hs, div_le_iff₀ hs]
    constructor <;> linarith [hb.1, hb.2]
  · have hx : x = 0 := by_contra fun hx => h (Or.inl hx)
    have hy : y = 0 := by_contra fun hy => h (Or.inr hy)
    subst hx hy
    simp [pairLaplacian, fockLog]
```

Both extreme values are attained, so $8$ is the best possible bound.

```lean
/-- In three dimensions, for `x` away from the nucleus, the Laplacian of Fock's term is 8 when both
electrons are at `x`, and -8 when they are at `x` and `-x`. -/
theorem fock_source_extremes (x : Fin 3 → ℝ) (hx : x ≠ 0) :
    pairLaplacian fockLog x x = 8 ∧ pairLaplacian fockLog x (-x) = -8 := by
  have hq : hyperSq x x ≠ 0 := (hyperSq_pos (Or.inl hx)).ne'
  have hn : hyperSq x (-x) = hyperSq x x := by simp [hyperSq]
  rw [(fock_source x x (Or.inl hx)).2, (fock_source x (-x) (Or.inl hx)).2, hn,
    dotProduct_neg, div_eq_iff hq, div_eq_iff hq]
  unfold hyperSq
  constructor <;> ring
```

In the last theorem, `𝓝[≠] 0` denotes approach to the triple-coalescence point without reaching it. The lemma `ray` shows that a constant value along a line through the origin must equal any limit $L$. The directions $(e,e)$ and $(e,-e)$, with $e=(1,1,1)$, then force $L=8$ and $L=-8$, a contradiction.

```lean
/-- In three dimensions, the Laplacian of Fock's term has no limit at the triple-coalescence point.
-/
theorem fock_source_no_limit :
    ¬ ∃ L : ℝ, Tendsto (fun z : (Fin 3 → ℝ) × (Fin 3 → ℝ) => pairLaplacian fockLog z.1 z.2)
      (𝓝[≠] 0) (𝓝 L) := by
  rintro ⟨L, hL⟩
  -- a constant value along a line through the origin, the origin excepted, must be the limit
  have ray : ∀ (c : (Fin 3 → ℝ) × (Fin 3 → ℝ)) (v : ℝ), c ≠ 0 →
      (∀ t : ℝ, t ≠ 0 → pairLaplacian fockLog (t • c).1 (t • c).2 = v) → L = v := by
    intro c v hc hv
    have hcont : Continuous fun t : ℝ => t • c := by fun_prop
    have h0 := hcont.tendsto 0
    simp only [zero_smul] at h0
    have hray : Tendsto (fun t : ℝ => t • c) (𝓝[≠] 0) (𝓝[≠] 0) := by
      refine tendsto_nhdsWithin_iff.mpr ⟨h0.mono_left nhdsWithin_le_nhds, ?_⟩
      filter_upwards [self_mem_nhdsWithin] with t ht
      exact smul_ne_zero ht hc
    refine tendsto_nhds_unique (hL.comp hray) (tendsto_const_nhds.congr' ?_)
    filter_upwards [self_mem_nhdsWithin] with t ht
    exact (hv t ht).symm
  have he : (fun _ => 1 : Fin 3 → ℝ) ≠ 0 := fun h => one_ne_zero (congrFun h 0)
  have h1 : L = 8 := ray (fun _ => 1, fun _ => 1) 8 (fun h => he (congrArg Prod.fst h))
    fun t ht => (fock_source_extremes _ (smul_ne_zero ht he)).1
  have h2 : L = -8 := ray (fun _ => 1, -(fun _ => 1)) (-8) (fun h => he (congrArg Prod.fst h))
    fun t ht => by
      rw [Prod.smul_mk, smul_neg]
      exact (fock_source_extremes _ (smul_ne_zero ht he)).2
  linarith

end

end FockLogarithmicTerm
```

These theorems concern the logarithmic term alone: the Coulomb potential, the value of $c$ and the existence of Fock's expansion do not enter them.

```lean
#print axioms FockLogarithmicTerm.fock_source_bounded
#print axioms FockLogarithmicTerm.fock_source_no_limit
```

```
'FockLogarithmicTerm.fock_source_bounded' depends on axioms: [propext, Classical.choice, Quot.sound]
'FockLogarithmicTerm.fock_source_no_limit' depends on axioms: [propext, Classical.choice, Quot.sound]
```
